# An exact 2p1/2 solution of the radial Dirac–Coulomb equations for 0 < Zα < 1, and a 2s1/2 solution at the same energy

For an electron in the field of a point nucleus, the simplest bound state is 1s1/2. Take units ħ = m = c = 1, let a = Zα be the coupling strength, with Z the nuclear charge number and α the fine-structure constant, let W be the energy including the rest energy, and write P and Q for r times the upper and lower radial functions. For s1/2 they obey

P' = P/r + (W + 1 + a/r) Q
Q' = −Q/r − (W − 1 + a/r) P.

Try P = A r^γ exp(−λr) and Q = B r^γ exp(−λr), with constants A, B, γ and λ > 0. Each power of r must balance separately:

1/r: (γ − 1)A = aB, (γ + 1)B = −aA
r⁰: −λA = (W + 1)B, −λB = (1 − W)A.

The first line gives γ² = 1 − a², the second λ² = 1 − W², and equating the two values of B/A gives W = γ and λ = a.

For p1/2 the signs of P/r and Q/r are reversed. The 1/r balance becomes (γ + 1)A = aB, so A and B have equal signs, while −λA = (W + 1)B still demands opposite signs when −1 < W < 1. Constants no longer suffice, and the next candidate is a linear polynomial in each component. The Lean development starts with that candidate.

```lean
import Mathlib

open MeasureTheory Set

namespace DiracCoulombTwoP

noncomputable section
```

## The equations and their sign convention

For a general Dirac quantum number κ (−1 for s1/2, +1 for p1/2) the equations are

P' = −κP/r + s(W + 1 + a/r) Q
Q' = κQ/r − s(W − 1 + a/r) P.

The sign s records the phase chosen for the lower component. With spinor spherical harmonics Ω that satisfy σ_r Ω_κm = −Ω_−κm, where σ_r is the Pauli matrix along the radius, the spinor (1/r)(P Ω_κm, iQ Ω_−κm) gives s = 1, and replacing i by −i gives s = −1. Reversing s changes both terms that couple P to Q; it does not change the nuclear charge.

`SolvesRadialDirac` states these equations for real functions. `HasDerivAt` says that the derivative exists and has the given value, here at every r > 0. The angular separation is taken as the starting point.

```lean
/-- The radial Dirac-Coulomb equations on `r > 0` in units `ħ = m = c = 1`, for coupling `a`,
energy `W`, Dirac quantum number `κ` and coupling sign `s` (`1` or `-1` by convention). -/
def SolvesRadialDirac (s κ a W : ℝ) (P Q : ℝ → ℝ) : Prop :=
  ∀ r : ℝ, 0 < r →
    HasDerivAt P (-κ * P r / r + s * ((W + 1 + a / r) * Q r)) r ∧
    HasDerivAt Q (κ * Q r / r - s * ((W - 1 + a / r) * P r)) r
```

## Exponent, energy and decay

As for 1s1/2, the 1/r terms give γ² = 1 − a², and the solution sought here takes the positive root γ = √(1 − a²). The condition 0 < a < 1 keeps it real and positive.

```lean
/-- The exponent `γ = √(1 - a²)` of the radial functions at the nucleus, for `|a| ≤ 1`. -/
def gam (a : ℝ) : ℝ := √(1 - a ^ 2)
```

The energy of the n = 2, j = 1/2 level is W = √((1 + γ)/2). It enters as a definition, and the substitution below confirms that it fits.

```lean
/-- The energy `W = √((1 + γ)/2)`, in units of the rest energy. -/
def energy (a : ℝ) : ℝ := √((1 + gam a) / 2)
```

Both components share the factor E(r) = r^γ exp(−λr), with λ = a/(2W).

```lean
/-- The common factor `r^γ exp(-ar/(2W))`, for `r > 0` and `W ≠ 0`. -/
def envelope (γ a W r : ℝ) : ℝ := r ^ γ * Real.exp (-(a * r / (2 * W)))
```

The 2p1/2 pair is E times two linear polynomials, P = E(p₀ + p₁r) and Q = E(q₀ + q₁r), with

p₀ = a, p₁ = 2W(1 + W)/(2W + 1)
q₀ = 1 + γ, q₁ = −a/(2W + 1).

```lean
/-- The formula for `P` of 2p1/2. It gives that state's function for `r > 0` when `0 < a < 1`,
`γ = gam a` and `W = energy a`. -/
def upper2p (γ a W r : ℝ) : ℝ :=
  envelope γ a W r * (a + 2 * W * (1 + W) * r / (2 * W + 1))

/-- The formula for `Q` of 2p1/2. It gives that state's function for `r > 0` when `0 < a < 1`,
`γ = gam a` and `W = energy a`. -/
def lower2p (γ a W r : ℝ) : ℝ :=
  envelope γ a W r * (1 + γ - a * r / (2 * W + 1))
```

The 2s1/2 pair comes from the same formulas by replacing (a, W) with (−a, −W) and exchanging the components. The exponent γ is kept, and the envelope is unchanged, since a and W enter it only through a/W:

P = E(1 + γ − ar/(2W − 1))
Q = E(−a + 2W(1 − W)r/(2W − 1)).

```lean
/-- The formula for `P` of 2s1/2. It gives that state's function for `r > 0` when `0 < a < 1`,
`γ = gam a` and `W = energy a`. -/
def upper2s (γ a W r : ℝ) : ℝ :=
  envelope γ a W r * (1 + γ - a * r / (2 * W - 1))

/-- The formula for `Q` of 2s1/2. It gives that state's function for `r > 0` when `0 < a < 1`,
`γ = gam a` and `W = energy a`. -/
def lower2s (γ a W r : ℝ) : ℝ :=
  envelope γ a W r * (-a + 2 * W * (1 - W) * r / (2 * W - 1))
```

## Removing the square roots

Squaring the definition of W gives γ = 2W² − 1. Then

a² = 1 − γ² = (1 − γ)(1 + γ) = 4W²(1 − W²).

Since γ > 0, W² > 1/2, and hence W > 1/2. This keeps the denominator 2W − 1 positive. The proof takes the two squares from `Real.sq_sqrt` and leaves the rest to algebra.

```lean
/-- For `0 < a < 1`, the exponent is positive, the energy exceeds one half, and both `γ` and
`a²` are polynomials in the energy. -/
theorem energy_relations {a : ℝ} (h0 : 0 < a) (h1 : a < 1) :
    0 < gam a ∧ 1 / 2 < energy a ∧ gam a = 2 * energy a ^ 2 - 1 ∧
      a ^ 2 = 4 * energy a ^ 2 * (1 - energy a ^ 2) := by
  have hpos : 0 < 1 - a ^ 2 := by nlinarith
  have hg : 0 < gam a := Real.sqrt_pos.2 hpos
  have hg2 : gam a ^ 2 = 1 - a ^ 2 := Real.sq_sqrt hpos.le
  have hW2 : energy a ^ 2 = (1 + gam a) / 2 := Real.sq_sqrt (by linarith)
  have hW0 : 0 ≤ energy a := Real.sqrt_nonneg _
  refine ⟨hg, ?_, by linarith, ?_⟩
  · by_contra h
    have h' := not_lt.1 h
    nlinarith
  · rw [hW2]
    linear_combination hg2
```

## Two symmetries of the equations

Put Q̃ = −Q. Then (W + 1 + a/r)Q = −(W + 1 + a/r)Q̃, and the second equation, multiplied by −1, becomes

Q̃' = κQ̃/r + (W − 1 + a/r)P

when s = 1. Both coupling signs have changed. In practice this is the conversion to make before comparing lower components from two four-component programs with opposite phase conventions.

```lean
/-- Changing the sign of `Q` turns a solution into a solution of the convention with both
coupling signs reversed. -/
theorem reverse_coupling {s κ a W : ℝ} {P Q : ℝ → ℝ} (h : SolvesRadialDirac s κ a W P Q) :
    SolvesRadialDirac (-s) κ a W P (fun r => -Q r) := by
  intro r hr
  obtain ⟨h1, h2⟩ := h r hr
  exact ⟨h1.congr_deriv (by beta_reduce; ring), h2.fun_neg.congr_deriv (by beta_reduce; ring)⟩
```

Now exchange the components. The equation for Q' can be written

Q' = −(−κ)Q/r + s((−W) + 1 + (−a)/r)P,

which is the first equation with κ, a and W all reversed. The equation for P' turns into the second in the same way. This is charge conjugation at the radial level.

```lean
/-- Charge conjugation: exchanging the two radial functions reverses the signs of `κ`, of the
coupling `a` and of the energy `W`. -/
theorem charge_conjugation {s κ a W : ℝ} {P Q : ℝ → ℝ} (h : SolvesRadialDirac s κ a W P Q) :
    SolvesRadialDirac s (-κ) (-a) (-W) Q P := by
  intro r hr
  obtain ⟨h1, h2⟩ := h r hr
  exact ⟨h2.congr_deriv (by ring), h1.congr_deriv (by ring)⟩
```

## Matching powers of r

The product rule gives the derivative of the envelope:

E' = E(γ/r − λ).

```lean
/-- For `r > 0`, the logarithmic derivative of the envelope is `γ/r - a/(2W)`. -/
theorem hasDerivAt_envelope (γ a W : ℝ) {r : ℝ} (hr : 0 < r) :
    HasDerivAt (envelope γ a W) (envelope γ a W r * (γ / r - a / (2 * W))) r := by
  have h1 : HasDerivAt (fun x : ℝ => x ^ γ) (γ * r ^ (γ - 1)) r :=
    Real.hasDerivAt_rpow_const (Or.inl hr.ne')
  have h2 : HasDerivAt (fun x : ℝ => -(a * x / (2 * W))) (-(a / (2 * W))) r :=
    (((hasDerivAt_id' r).const_mul a).div_const (2 * W)).fun_neg.congr_deriv (by ring)
  refine (h1.fun_mul h2.exp).congr_deriv ?_
  rw [Real.rpow_sub_one hr.ne']
  simp only [envelope]
  ring
```

Insert the 2p1/2 pair with κ = s = 1 and divide by E. The first equation requires

1/r: (γ + 1)p₀ = aq₀
r⁰: −λp₀ + (γ + 2)p₁ = (W + 1)q₀ + aq₁
r¹: −λp₁ = (W + 1)q₁,

and the second requires

1/r: (γ − 1)q₀ = −ap₀
r⁰: −λq₀ + γq₁ = (1 − W)p₀ − ap₁
r¹: −λq₁ = (1 − W)p₁.

Use a = 2Wλ, λ² = 1 − W² and γ = 2W² − 1, and write D = 2W + 1. Then p₀ = 2Wλ, q₀ = 2W², p₁ = 2W(1 + W)/D and q₁ = −2Wλ/D. In the first equation, the two sides of each line have the common values

1/r: 4W³λ
r⁰: 2W²(1 + W)(4W − 1)/D
r¹: −2Wλ(1 + W)/D.

In the second they are

1/r: −4W²(1 − W²)
r⁰: 2Wλ(1 − W − 4W²)/D
r¹: 2W(1 − W²)/D.

All six conditions hold. Nothing here used the sign of W, only W ≠ 0 and D ≠ 0.

In the proof, `l` is λ, while `hU` and `hL` differentiate the two polynomials. After E, 1/r and 1/D have been replaced by plain variables, `linear_combination` closes each equation using λ² = 1 − W² and the two reciprocal identities.

The 1/r line also supplies a starting value for a radial solver that integrates outward: for κ = s = 1, Q/P tends to (1 + γ)/a at a point nucleus.

```lean
/-- The pair `upper2p`, `lower2p` solves the equations with `s = 1` and `κ = 1` for either sign of
`W`, if `W` and `2W + 1` are nonzero, `γ = 2W² - 1` and `a² = 4W²(1 - W²)`. -/
theorem solves_of_relations {γ a W : ℝ} (hW : W ≠ 0) (hW1 : 2 * W + 1 ≠ 0)
    (hγ : γ = 2 * W ^ 2 - 1) (ha : a ^ 2 = 4 * W ^ 2 * (1 - W ^ 2)) :
    SolvesRadialDirac 1 1 a W (upper2p γ a W) (lower2p γ a W) := by
  intro r hr
  -- the decay constant l = a/(2W) satisfies l² = 1 - W²
  obtain ⟨l, rfl⟩ : ∃ l, a = 2 * W * l := ⟨a / (2 * W), by field_simp⟩
  have hl : l ^ 2 = 1 - W ^ 2 :=
    mul_left_cancel₀ (show 4 * W ^ 2 ≠ 0 by positivity) (by linear_combination ha)
  have hll : 2 * W * l / (2 * W) = l := by field_simp
  have hE := hasDerivAt_envelope γ (2 * W * l) W hr
  rw [hll] at hE
  have hv : r⁻¹ * r = 1 := inv_mul_cancel₀ hr.ne'
  have hu : (2 * W + 1) * (2 * W + 1)⁻¹ = 1 := mul_inv_cancel₀ hW1
  have hU : HasDerivAt (fun x : ℝ => 2 * W * l + 2 * W * (1 + W) * x / (2 * W + 1))
      (2 * W * (1 + W) / (2 * W + 1)) r :=
    ((((hasDerivAt_id' r).const_mul (2 * W * (1 + W))).div_const (2 * W + 1)).const_add
      (2 * W * l)).congr_deriv (by ring)
  have hL : HasDerivAt (fun x : ℝ => 1 + γ - 2 * W * l * x / (2 * W + 1))
      (-(2 * W * l / (2 * W + 1))) r :=
    ((((hasDerivAt_id' r).const_mul (2 * W * l)).div_const (2 * W + 1)).const_sub
      (1 + γ)).congr_deriv (by ring)
  -- compare the coefficients of each power of r
  refine ⟨(hE.fun_mul hU).congr_deriv ?_, (hE.fun_mul hL).congr_deriv ?_⟩
  · simp only [upper2p, lower2p]
    generalize envelope γ (2 * W * l) W r = E
    subst hγ
    simp only [div_eq_mul_inv]
    generalize (2 * W + 1)⁻¹ = u at *
    generalize r⁻¹ = v at *
    linear_combination E * ((4 * W ^ 3 * (1 + W) * u + 4 * W ^ 2 * l ^ 2 * u) * hv
      + (4 * W ^ 2 * u - 2 * W) * hl + 2 * W * (1 + W) * hu)
  · simp only [upper2p, lower2p]
    generalize envelope γ (2 * W * l) W r = E
    subst hγ
    simp only [div_eq_mul_inv]
    generalize (2 * W + 1)⁻¹ = u at *
    generalize r⁻¹ = v at *
    linear_combination E * ((4 * W ^ 2 * v + 2 * W * u * r) * hl
      + 4 * W * l * u * (1 + W) * hv + 2 * W * l * hu)
```

## A finite norm

The density P² + Q² is r^(2γ) exp(−ar/W) times a quadratic polynomial. It is therefore a sum of three terms of the form

r^(2γ+k) exp(−ar/W), k = 0, 1, 2.

Each is integrable on (0, ∞), because 2γ + k > −1 and a/W > 0. The lemma `key` covers one such term, and `hsum` adds the three.

```lean
/-- For `γ > 0` and `a/W > 0`, two radial functions of the form envelope times linear polynomial
have an integrable density on `r > 0`. -/
theorem integrable_density {γ a W : ℝ} (hγ : 0 < γ) (hb : 0 < a / W) (c d c' d' : ℝ) :
    IntegrableOn (fun r => (envelope γ a W r * (c + d * r)) ^ 2
      + (envelope γ a W r * (c' + d' * r)) ^ 2) (Ioi 0) := by
  have key : ∀ s : ℝ, -1 < s →
      IntegrableOn (fun r : ℝ => r ^ s * Real.exp (-(a / W) * r)) (Ioi 0) := by
    intro s hs
    simpa only [Real.rpow_one] using
      integrableOn_rpow_mul_exp_neg_mul_rpow hs (show (0 : ℝ) < 1 from one_pos) hb
  have hsum : IntegrableOn (fun r : ℝ =>
      (c ^ 2 + c' ^ 2) * (r ^ (2 * γ) * Real.exp (-(a / W) * r))
      + (2 * c * d + 2 * c' * d') * (r ^ (2 * γ + 1) * Real.exp (-(a / W) * r))
      + (d ^ 2 + d' ^ 2) * (r ^ (2 * γ + 1 + 1) * Real.exp (-(a / W) * r))) (Ioi 0) :=
    Integrable.add (Integrable.add (Integrable.const_mul (key _ (by linarith)) _)
      (Integrable.const_mul (key _ (by linarith)) _))
      (Integrable.const_mul (key _ (by linarith)) _)
  refine IntegrableOn.congr_fun hsum (fun r hr => ?_) measurableSet_Ioi
  have hr' : 0 < r := hr
  have h1 : r ^ (2 * γ) = r ^ γ * r ^ γ := by rw [two_mul, Real.rpow_add hr']
  have h2 : Real.exp (-(a / W) * r)
      = Real.exp (-(a * r / (2 * W))) * Real.exp (-(a * r / (2 * W))) := by
    rw [← Real.exp_add]
    congr 1
    ring
  simp only [envelope]
  rw [Real.rpow_add_one hr'.ne' (2 * γ + 1), Real.rpow_add_one hr'.ne' (2 * γ), h1, h2]
  ring
```

## The 2p1/2 state

For every 0 < a < 1 the pair solves the equations with κ = 1, its sign-flipped partner solves the other convention, and the density is integrable on `Ioi 0`, the half-line r > 0. The functions are not normalised; a program would divide both by the square root of ∫(P² + Q²) dr.

The theorem concerns the differential equations and the norm. It does not construct a self-adjoint Hamiltonian or determine its spectrum.

```lean
/-- For `0 < a < 1`, the 2p1/2 pair `(P, Q)` solves the radial Dirac-Coulomb equations with `κ = 1`
and `s = 1`, `(P, -Q)` solves them with `κ = 1` and `s = -1`, and `P² + Q²` is integrable. -/
theorem two_p_half {a : ℝ} (h0 : 0 < a) (h1 : a < 1) :
    SolvesRadialDirac 1 1 a (energy a)
      (upper2p (gam a) a (energy a)) (lower2p (gam a) a (energy a)) ∧
    SolvesRadialDirac (-1) 1 a (energy a)
      (upper2p (gam a) a (energy a)) (fun r => -lower2p (gam a) a (energy a) r) ∧
    IntegrableOn (fun r => upper2p (gam a) a (energy a) r ^ 2
      + lower2p (gam a) a (energy a) r ^ 2) (Ioi 0) := by
  obtain ⟨hg, hW, hγ, ha⟩ := energy_relations h0 h1
  have hW0 : 0 < energy a := by linarith
  have h := solves_of_relations hW0.ne' (by positivity) hγ ha
  refine ⟨h, reverse_coupling h, ?_⟩
  refine IntegrableOn.congr_fun (integrable_density hg (div_pos h0 hW0) a
    (2 * energy a * (1 + energy a) / (2 * energy a + 1)) (1 + gam a)
    (-(a / (2 * energy a + 1)))) (fun r _ => ?_) measurableSet_Ioi
  simp only [upper2p, lower2p]
  ring
```

In P both polynomial coefficients are positive, so P has no node at r > 0. In Q the polynomial vanishes when

1 + γ = ar/(2W + 1), that is, r = (1 + γ)(2W + 1)/a.

With the labelling rule n = (number of nodes) + ℓ + 1, where ℓ is the orbital quantum number of the upper component and equals 1 for p1/2, the nodes of P give the correct n = 2, while the single node of Q would give 3.

```lean
/-- For `0 < a < 1` and `r > 0`, the 2p1/2 function `P` is positive, and `Q` vanishes at exactly
one radius, `r = (1 + γ)(2W + 1)/a`. -/
theorem two_p_half_nodes {a r : ℝ} (h0 : 0 < a) (h1 : a < 1) (hr : 0 < r) :
    0 < upper2p (gam a) a (energy a) r ∧
    (lower2p (gam a) a (energy a) r = 0 ↔ r = (1 + gam a) * (2 * energy a + 1) / a) := by
  obtain ⟨-, hW, -, -⟩ := energy_relations h0 h1
  have hW0 : 0 < energy a := by linarith
  have hD : 2 * energy a + 1 ≠ 0 := by positivity
  have hE : 0 < envelope (gam a) a (energy a) r :=
    mul_pos (Real.rpow_pos_of_pos hr _) (Real.exp_pos _)
  refine ⟨mul_pos hE (by positivity), ?_⟩
  unfold lower2p
  rw [mul_eq_zero, or_iff_right hE.ne', sub_eq_zero, eq_div_iff hD, eq_div_iff h0.ne']
  constructor <;> intro h <;> linarith
```

## The 2s1/2 state at the same energy

The matching argument allowed negative W, so it applies at (−a, −W), where its denominator is −2W + 1 ≠ 0. Charge conjugation then restores a and W and changes κ = 1 to κ = −1. The equalities `hP` and `hQ` identify the result with the 2s1/2 pair, and the norm is finite by the same three integrals.

In the Dirac–Coulomb model of one electron and a point nucleus, 2s1/2 and 2p1/2 thus share the energy W; radiative corrections, which this model omits, split the two levels. The shared value gives a four-component code for the same model a test: its κ = −1 and κ = 1 blocks should converge to the same n = 2 value. With the rest energy removed, that value in hartree is

ε = (W − 1)/α² = −Z²/(4W²(1 + W)),

where the last form avoids subtracting two nearly equal numbers for light nuclei.

```lean
/-- For `0 < a < 1`, the 2s1/2 pair solves the radial equations with `s = 1` and `κ = -1` at the
same energy `W` as the 2p1/2 pair, and its density is integrable. -/
theorem two_s_half_same_energy {a : ℝ} (h0 : 0 < a) (h1 : a < 1) :
    SolvesRadialDirac 1 (-1) a (energy a)
      (upper2s (gam a) a (energy a)) (lower2s (gam a) a (energy a)) ∧
    IntegrableOn (fun r => upper2s (gam a) a (energy a) r ^ 2
      + lower2s (gam a) a (energy a) r ^ 2) (Ioi 0) := by
  obtain ⟨hg, hW, hγ, ha⟩ := energy_relations h0 h1
  have hW0 : 0 < energy a := by linarith
  constructor
  · -- charge conjugation of the algebraic solution at (-a, -W)
    have h := charge_conjugation (solves_of_relations (γ := gam a) (a := -a) (W := -energy a)
      (neg_ne_zero.2 hW0.ne') (by intro h; linarith) (by linarith [neg_sq (energy a)])
      (by rw [neg_sq, neg_sq]; exact ha))
    have e1 : 2 * -energy a + 1 = -(2 * energy a - 1) := by ring
    have e2 : ∀ r, envelope (gam a) (-a) (-energy a) r = envelope (gam a) a (energy a) r := by
      intro r
      simp only [envelope]
      rw [mul_neg, neg_mul, neg_div_neg_eq]
    have hP : lower2p (gam a) (-a) (-energy a) = upper2s (gam a) a (energy a) := by
      funext r
      simp only [lower2p, upper2s]
      rw [e2, e1, div_neg]
      ring
    have hQ : upper2p (gam a) (-a) (-energy a) = lower2s (gam a) a (energy a) := by
      funext r
      simp only [upper2p, lower2s]
      rw [e2, e1, div_neg]
      ring
    rw [hP, hQ, neg_neg, neg_neg] at h
    exact h
  · refine IntegrableOn.congr_fun (integrable_density hg (div_pos h0 hW0) (1 + gam a)
      (-(a / (2 * energy a - 1))) (-a)
      (2 * energy a * (1 - energy a) / (2 * energy a - 1))) (fun r _ => ?_) measurableSet_Ioi
    simp only [upper2s, lower2s]
    ring

end

end DiracCoulombTwoP
```

```lean
#print axioms DiracCoulombTwoP.two_p_half
#print axioms DiracCoulombTwoP.two_p_half_nodes
#print axioms DiracCoulombTwoP.two_s_half_same_energy
```

```
'DiracCoulombTwoP.two_p_half' depends on axioms: [propext, Classical.choice, Quot.sound]
'DiracCoulombTwoP.two_p_half_nodes' depends on axioms: [propext, Classical.choice, Quot.sound]
'DiracCoulombTwoP.two_s_half_same_energy' depends on axioms: [propext, Classical.choice, Quot.sound]
```
